# For 0 < g < v, nonreciprocal SSH chains close their periodic and open gaps at different intercell hoppings

To compare where an SSH chain with direction-dependent hopping closes its gap at zero energy on a ring and with open ends, both geometries are given one hopping rule, acting on complex amplitudes a_n, b_n (sites A and B) over all integer cells n. A state of an open chain of N cells is then one that vanishes outside cells 0, …, N−1. Energies may be complex, and the gap means the smallest distance |E| of the spectrum from zero, not a separation between two bands.

```lean
import Mathlib

open Matrix

namespace NonHermitianSSHMismatch
```

## One hopping rule for both geometries

The intracell hopping is v + g from B to A and v − g from A to B; w couples neighbouring cells. The real number g, often written γ/2, measures the nonreciprocity. The first eigenvalue equation is

E a_n = (v + g) b_n + w b_{n−1}.

```lean
/-- Hopping onto the A site of cell `n`: amplitude `v + g` from B in the same cell and `w` from
B in the cell to the left. -/
def hopA (v g w : ℝ) (b : ℤ → ℂ) (n : ℤ) : ℂ :=
  ((v + g : ℝ) : ℂ) * b n + (w : ℂ) * b (n - 1)
```

The second is

E b_n = (v − g) a_n + w a_{n+1}.

```lean
/-- Hopping onto the B site of cell `n`: amplitude `v - g` from A in the same cell and `w` from
A in the cell to the right. -/
def hopB (v g w : ℝ) (a : ℤ → ℂ) (n : ℤ) : ℂ :=
  ((v - g : ℝ) : ℂ) * a n + (w : ℂ) * a (n + 1)
```

An open eigenstate obeys both equations inside the chain. E may be complex, and the state need only be nonzero, not normalised.

```lean
/-- A nonzero eigenstate with energy `E` of the open chain with cells `0, ..., N - 1`: the
amplitudes vanish outside the chain and obey the eigenvalue equations inside. -/
structure OpenEigenstate (v g w : ℝ) (N : ℕ) (E : ℂ) (a b : ℤ → ℂ) : Prop where
  outside : ∀ n : ℤ, n < 0 ∨ (N : ℤ) ≤ n → a n = 0 ∧ b n = 0
  nonzero : ∃ n : ℤ, a n ≠ 0 ∨ b n ≠ 0
  eqA : ∀ n : ℤ, 0 ≤ n → n < N → hopA v g w b n = E * a n
  eqB : ∀ n : ℤ, 0 ≤ n → n < N → hopB v g w a n = E * b n
```

For the ring, β = e^{ik} is the phase per cell, with k any real number, as for an infinitely long ring. Rows 0 and 1 of the Bloch matrix h(β) belong to A and B:

h(β) = [[0, v + g + w/β], [v − g + wβ, 0]].

```lean
/-- The Bloch matrix at phase factor `β ≠ 0` per cell; real momentum `k` is `β = exp (i k)`. -/
noncomputable def bloch (v g w : ℝ) (β : ℂ) : Matrix (Fin 2) (Fin 2) ℂ :=
  !![0, ((v + g : ℝ) : ℂ) + w * β⁻¹; ((v - g : ℝ) : ℂ) + w * β, 0]
```

Open states will be rescaled by powers of r = s/(v + g), where s = √(v² − g²).

```lean
/-- The factor per cell by which open-chain states are rescaled, for `|g| < v`. -/
noncomputable def skinRadius (v g : ℝ) : ℝ := √(v ^ 2 - g ^ 2) / (v + g)
```

Inserting a_n = βⁿu₀ and b_n = βⁿu₁ gives βⁿ(v + g + w/β)u₁ and βⁿ(v − g + wβ)u₀, so the Bloch matrix follows from the hopping rule.

```lean
/-- On a wave `β ^ n u` with `β ≠ 0`, the hopping acts as the Bloch matrix on `u`. -/
theorem hop_bloch_wave (v g w : ℝ) {β : ℂ} (hβ : β ≠ 0) (u : Fin 2 → ℂ) (n : ℤ) :
    hopA v g w (fun m => β ^ m * u 1) n = β ^ n * (bloch v g w β *ᵥ u) 0 ∧
    hopB v g w (fun m => β ^ m * u 0) n = β ^ n * (bloch v g w β *ᵥ u) 1 := by
  have h0 : (bloch v g w β *ᵥ u) 0 = (((v + g : ℝ) : ℂ) + w * β⁻¹) * u 1 := by
    simp [bloch, Matrix.mulVec, dotProduct, Fin.sum_univ_two]
  have h1 : (bloch v g w β *ᵥ u) 1 = (((v - g : ℝ) : ℂ) + w * β) * u 0 := by
    simp [bloch, Matrix.mulVec, dotProduct, Fin.sum_univ_two]
  rw [h0, h1]
  simp only [hopA, hopB, zpow_sub_one₀ hβ, zpow_add_one₀ hβ]
  constructor <;> ring
```

## Where the Bloch matrix is singular

The determinant is

det h(β) = −(v + g + w/β)(v − g + wβ).

If a factor vanishes and |β| = ρ, equating the moduli of its two terms gives w = ρ(v + g) or ρw = v − g. Conversely, either condition makes a factor vanish at k = π, where β = −ρ.

```lean
/-- For `|g| < v` and `w, ρ > 0`, the Bloch matrix is singular somewhere on the circle
`|β| = ρ` exactly when `w = ρ (v + g)` or `ρ w = v - g`. -/
theorem bloch_singular_on_circle {v g w ρ : ℝ} (hg : |g| < v) (hw : 0 < w) (hρ : 0 < ρ) :
    (∃ k : ℝ, (bloch v g w (ρ * Complex.exp (k * Complex.I))).det = 0) ↔
      w = ρ * (v + g) ∨ ρ * w = v - g := by
  obtain ⟨h1, h2⟩ := abs_lt.mp hg
  have hp : 0 ≤ v + g := by linarith
  have hq : 0 ≤ v - g := by linarith
  have hdet : ∀ β : ℂ, (bloch v g w β).det =
      -((((v + g : ℝ) : ℂ) + w * β⁻¹) * (((v - g : ℝ) : ℂ) + w * β)) := by
    intro β
    rw [bloch, Matrix.det_fin_two_of]
    ring
  constructor
  · rintro ⟨k, hk⟩
    have hn : ‖(ρ : ℂ) * Complex.exp (k * Complex.I)‖ = ρ := by
      rw [norm_mul, Complex.norm_exp_ofReal_mul_I, Complex.norm_real,
        Real.norm_of_nonneg hρ.le, mul_one]
    generalize (ρ : ℂ) * Complex.exp (k * Complex.I) = β at hk hn
    have hβ : β ≠ 0 := by
      rintro rfl
      rw [norm_zero] at hn
      linarith
    rw [hdet, neg_eq_zero, mul_eq_zero] at hk
    -- a vanishing factor forces the moduli of its two terms to agree
    rcases hk with h | h
    · left
      have e : (w : ℂ) = -(((v + g : ℝ) : ℂ) * β) := by
        linear_combination β * h - (w : ℂ) * mul_inv_cancel₀ hβ
      have e' := congrArg norm e
      simp only [norm_neg, norm_mul, Complex.norm_real, hn, Real.norm_of_nonneg hw.le,
        Real.norm_of_nonneg hp] at e'
      linarith
    · right
      have e : (w : ℂ) * β = -((v - g : ℝ) : ℂ) := by linear_combination h
      have e' := congrArg norm e
      simp only [norm_neg, norm_mul, Complex.norm_real, hn, Real.norm_of_nonneg hw.le,
        Real.norm_of_nonneg hq] at e'
      linarith
  · intro h
    have hi := mul_inv_cancel₀ (Complex.ofReal_ne_zero.mpr hρ.ne')
    refine ⟨Real.pi, ?_⟩
    rw [Complex.exp_pi_mul_I, hdet, neg_eq_zero, mul_eq_zero, mul_neg_one, inv_neg]
    rcases h with h | h
    · left
      have hc : (w : ℂ) = ρ * (v + g) := by exact_mod_cast h
      push_cast
      linear_combination (-(ρ : ℂ)⁻¹) * hc - ((v : ℂ) + g) * hi
    · right
      have hc : (ρ : ℂ) * w = v - g := by exact_mod_cast h
      push_cast
      linear_combination -hc
```

The ring has ρ = 1.

```lean
/-- For `|g| < v` and `w > 0`, the periodic Bloch matrix is singular at some real momentum
exactly when `w = v + g` or `w = v - g`. -/
theorem bloch_singular_iff {v g w : ℝ} (hg : |g| < v) (hw : 0 < w) :
    (∃ k : ℝ, (bloch v g w (Complex.exp (k * Complex.I))).det = 0) ↔
      w = v + g ∨ w = v - g := by
  have h := bloch_singular_on_circle hg hw one_pos
  simpa only [Complex.ofReal_one, one_mul] using h
```

Since s² = (v + g)(v − g), the radius r satisfies r(v + g) = s and rs = v − g.

```lean
/-- For `|g| < v` the skin radius is positive, and it turns both intracell hoppings into
`√(v² - g²)`. -/
theorem skinRadius_spec {v g : ℝ} (hg : |g| < v) :
    0 < skinRadius v g ∧ skinRadius v g * (v + g) = √(v ^ 2 - g ^ 2) ∧
      skinRadius v g * √(v ^ 2 - g ^ 2) = v - g := by
  obtain ⟨h1, h2⟩ := abs_lt.mp hg
  have hp : 0 < v + g := by linarith
  have hq : 0 < v - g := by linarith
  have hs : 0 < v ^ 2 - g ^ 2 := by nlinarith [mul_pos hp hq]
  unfold skinRadius
  refine ⟨div_pos (Real.sqrt_pos.mpr hs) hp, div_mul_cancel₀ _ hp.ne', ?_⟩
  rw [div_mul_eq_mul_div, Real.mul_self_sqrt hs.le, div_eq_iff hp.ne']
  ring
```

At ρ = r the two conditions become w = s and rw = rs, which coincide.

```lean
/-- For `|g| < v` and `w > 0`, the Bloch matrix on the circle whose radius is the skin radius is
singular somewhere exactly when `w = √(v² - g²)`. -/
theorem nonBloch_singular_iff {v g w : ℝ} (hg : |g| < v) (hw : 0 < w) :
    (∃ k : ℝ, (bloch v g w (skinRadius v g * Complex.exp (k * Complex.I))).det = 0) ↔
      w = √(v ^ 2 - g ^ 2) := by
  obtain ⟨hr, hp, hq⟩ := skinRadius_spec hg
  rw [bloch_singular_on_circle hg hw hr, hp, ← hq]
  exact ⟨fun h => h.elim id (mul_left_cancel₀ hr.ne'), Or.inl⟩
```

## The open gap

The estimate needed is the triangle inequality applied to px = Ez − wy.

```lean
/-- If `p x + w y = E z` with `p, w ≥ 0`, then `p |x|` is at most `|E| |z| + w |y|`. -/
theorem hop_norm_le {p w : ℝ} (hp : 0 ≤ p) (hw : 0 ≤ w) {x y z E : ℂ}
    (h : (p : ℂ) * x + (w : ℂ) * y = E * z) : p * ‖x‖ ≤ ‖E‖ * ‖z‖ + w * ‖y‖ := by
  have e : (p : ℂ) * x = E * z - (w : ℂ) * y := by linear_combination h
  have t := norm_sub_le (E * z) ((w : ℂ) * y)
  rw [← e] at t
  simpa only [norm_mul, Complex.norm_real, Real.norm_of_nonneg hp,
    Real.norm_of_nonneg hw] using t
```

Set a_n = rⁿ ã_n and b_n = rⁿ⁺¹ b̃_n. The equations become those of a Hermitian chain with intracell hopping s:

s b̃_n + w b̃_{n−1} = E ã_n

s ã_n + w ã_{n+1} = E b̃_n

Let M > 0 be the largest rescaled modulus, attained in cell m. If it is |ã_m|, the second equation gives sM ≤ |E|M + wM; if it is |b̃_m|, the first does. Hence |E| ≥ s − w. In Lean, `f` is the larger modulus in each cell, `exists_max_image` selects m, and `hbd` bounds the neighbours, including the zeros beyond the ends.

```lean
/-- For `|g| < v` and `w ≥ 0`, every eigenvalue of an open chain of any length has modulus at
least `√(v² - g²) - w`. -/
theorem open_gap {v g w : ℝ} (hg : |g| < v) (hw : 0 ≤ w) {N : ℕ} {E : ℂ} {a b : ℤ → ℂ}
    (h : OpenEigenstate v g w N E a b) : √(v ^ 2 - g ^ 2) - w ≤ ‖E‖ := by
  obtain ⟨h1, h2⟩ := abs_lt.mp hg
  obtain ⟨r, hr, hp, hq⟩ : ∃ r : ℝ, 0 < r ∧ r * (v + g) = √(v ^ 2 - g ^ 2) ∧
      r * √(v ^ 2 - g ^ 2) = v - g := ⟨_, skinRadius_spec hg⟩
  have rp : ∀ n : ℤ, 0 < r ^ n := fun n => zpow_pos hr n
  obtain ⟨n₀, hn₀⟩ := h.nonzero
  have hin : 0 ≤ n₀ ∧ n₀ < (N : ℤ) := by
    by_contra hc
    have ho := h.outside n₀ (by omega)
    exact hn₀.elim (fun h => h ho.1) (fun h => h ho.2)
  -- choose the cell with the largest rescaled amplitude
  obtain ⟨f, hf⟩ : ∃ f : ℤ → ℝ, ∀ n, f n = max (‖a n‖ / r ^ n) (‖b n‖ / r ^ (n + 1)) :=
    ⟨_, fun _ => rfl⟩
  obtain ⟨m, hm, hmax⟩ := (Finset.Ico (0 : ℤ) N).exists_max_image f
    ⟨n₀, Finset.mem_Ico.mpr hin⟩
  have hM : 0 < f m := by
    refine lt_of_lt_of_le ?_ (hmax n₀ (Finset.mem_Ico.mpr hin))
    rw [hf]
    rcases hn₀ with h | h
    · exact lt_max_of_lt_left (div_pos (norm_pos_iff.mpr h) (rp _))
    · exact lt_max_of_lt_right (div_pos (norm_pos_iff.mpr h) (rp _))
  have hbd : ∀ n, ‖a n‖ ≤ f m * r ^ n ∧ ‖b n‖ ≤ f m * r ^ (n + 1) := by
    intro n
    by_cases hn : 0 ≤ n ∧ n < (N : ℤ)
    · have t := hmax n (Finset.mem_Ico.mpr hn)
      rw [hf n] at t
      exact ⟨(div_le_iff₀ (rp _)).mp ((le_max_left _ _).trans t),
        (div_le_iff₀ (rp _)).mp ((le_max_right _ _).trans t)⟩
    · obtain ⟨ha, hb⟩ := h.outside n (by omega)
      rw [ha, hb, norm_zero]
      exact ⟨(mul_pos hM (rp _)).le, (mul_pos hM (rp _)).le⟩
  have hmm := Finset.mem_Ico.mp hm
  have hz : r ^ (m + 1) = r ^ m * r := zpow_add_one₀ hr.ne' m
  -- read the eigenvalue equation in which that amplitude carries the intracell hopping
  rcases max_choice (‖a m‖ / r ^ m) (‖b m‖ / r ^ (m + 1)) with hc | hc
  · rw [← hf] at hc
    have ha : ‖a m‖ = f m * r ^ m := by
      rw [hc]
      exact (div_mul_cancel₀ _ (rp m).ne').symm
    have t : (v - g) * ‖a m‖ ≤ ‖E‖ * ‖b m‖ + w * ‖a (m + 1)‖ :=
      hop_norm_le (by linarith) hw (h.eqB m hmm.1 hmm.2)
    have b1 := mul_le_mul_of_nonneg_left (hbd m).2 (norm_nonneg E)
    have b2 := mul_le_mul_of_nonneg_left (hbd (m + 1)).1 hw
    rw [ha, ← hq] at t
    rw [hz] at b1 b2
    have hK : 0 < f m * (r ^ m * r) := mul_pos hM (mul_pos (rp m) hr)
    have hfin : √(v ^ 2 - g ^ 2) * (f m * (r ^ m * r)) ≤ (‖E‖ + w) * (f m * (r ^ m * r)) := by
      linarith
    linarith [le_of_mul_le_mul_right hfin hK]
  · rw [← hf] at hc
    have hb : ‖b m‖ = f m * r ^ (m + 1) := by
      rw [hc]
      exact (div_mul_cancel₀ _ (rp (m + 1)).ne').symm
    have t : (v + g) * ‖b m‖ ≤ ‖E‖ * ‖a m‖ + w * ‖b (m - 1)‖ :=
      hop_norm_le (by linarith) hw (h.eqA m hmm.1 hmm.2)
    have b1 := mul_le_mul_of_nonneg_left (hbd m).1 (norm_nonneg E)
    have b2 := mul_le_mul_of_nonneg_left (hbd (m - 1)).2 hw
    rw [sub_add_cancel] at b2
    rw [hb, hz] at t
    have hs : √(v ^ 2 - g ^ 2) * (f m * r ^ m) = (v + g) * (f m * (r ^ m * r)) := by
      rw [← hp]
      ring
    have hfin : √(v ^ 2 - g ^ 2) * (f m * r ^ m) ≤ (‖E‖ + w) * (f m * r ^ m) := by
      linarith
    linarith [le_of_mul_le_mul_right hfin (mul_pos hM (rp m))]
```

At w = s, take θ = Nπ/(2N + 1) and

ã_n = sin((2n + 1)θ), b̃_n = sin((2n + 2)θ).

The identity sin(x + θ) + sin(x − θ) = 2 cos θ sin x solves both equations (`recA`, `recB`) with

E = 2s cos θ = 2s sin(π/(4N + 2)).

Because b̃_{−1} = ã_N = 0, the wave can be cut off outside the chain. It is nonzero, since ã_0 = sin θ > 0.

```lean
/-- For `|g| < v` and `w = √(v² - g²)`, the open chain of `N ≥ 1` cells has the eigenvalue
`2 w sin (π / (4 N + 2))`. -/
theorem open_critical_state {v g : ℝ} (hg : |g| < v) {N : ℕ} (hN : 0 < N) :
    ∃ a b : ℤ → ℂ, OpenEigenstate v g (√(v ^ 2 - g ^ 2)) N
      ((2 * √(v ^ 2 - g ^ 2) * Real.sin (Real.pi / (4 * N + 2)) : ℝ) : ℂ) a b := by
  obtain ⟨r, hr, hp, hq⟩ : ∃ r : ℝ, 0 < r ∧ r * (v + g) = √(v ^ 2 - g ^ 2) ∧
      r * √(v ^ 2 - g ^ 2) = v - g := ⟨_, skinRadius_spec hg⟩
  generalize √(v ^ 2 - g ^ 2) = s at hp hq ⊢
  have hN' : (0 : ℝ) < N := by exact_mod_cast hN
  have hx : 0 < Real.pi / (4 * (N : ℝ) + 2) := div_pos Real.pi_pos (by linarith)
  obtain ⟨θ, hθ, hcos, hlt⟩ : ∃ θ : ℝ, (2 * (N : ℝ) + 1) * θ = N * Real.pi ∧
      Real.cos θ = Real.sin (Real.pi / (4 * N + 2)) ∧ θ < Real.pi := by
    refine ⟨Real.pi / 2 - Real.pi / (4 * N + 2), ?_, Real.cos_pi_div_two_sub _, ?_⟩
    · have hd : Real.pi / (4 * (N : ℝ) + 2) * (4 * N + 2) = Real.pi :=
        div_mul_cancel₀ _ (by linarith)
      linear_combination (-1 / 2 : ℝ) * hd
    · linarith [Real.pi_pos]
  have hpos : 0 < θ := by
    have t : 0 < (2 * (N : ℝ) + 1) * θ := by
      rw [hθ]
      exact mul_pos hN' Real.pi_pos
    exact (mul_pos_iff_of_pos_left (by linarith)).mp t
  have hsin := Real.sin_pos_of_pos_of_lt_pi hpos hlt
  have hsum : ∀ x : ℝ, Real.sin (x + θ) + Real.sin (x - θ) = 2 * Real.cos θ * Real.sin x := by
    intro x
    rw [Real.sin_add, Real.sin_sub]
    ring
  -- a standing wave times the skin factor, with nodes just outside both ends
  obtain ⟨A, hA⟩ : ∃ A : ℤ → ℝ, ∀ n, A n = r ^ n * Real.sin ((2 * (n : ℝ) + 1) * θ) :=
    ⟨_, fun _ => rfl⟩
  obtain ⟨B, hB⟩ : ∃ B : ℤ → ℝ, ∀ n, B n = r ^ (n + 1) * Real.sin ((2 * (n : ℝ) + 2) * θ) :=
    ⟨_, fun _ => rfl⟩
  have hAN : A N = 0 := by
    rw [hA, Int.cast_natCast, hθ, Real.sin_nat_mul_pi, mul_zero]
  have hB0 : B (-1) = 0 := by
    have e : (2 * ((-1 : ℤ) : ℝ) + 2) * θ = 0 := by
      push_cast
      ring
    rw [hB, e, Real.sin_zero, mul_zero]
  have recA : ∀ n : ℤ, (v + g) * B n + s * B (n - 1) =
      2 * s * Real.sin (Real.pi / (4 * N + 2)) * A n := by
    intro n
    have e1 : (2 * (n : ℝ) + 2) * θ = (2 * (n : ℝ) + 1) * θ + θ := by ring
    have e2 : (2 * ((n - 1 : ℤ) : ℝ) + 2) * θ = (2 * (n : ℝ) + 1) * θ - θ := by
      push_cast
      ring
    rw [← hcos, hB n, hB (n - 1), hA n, sub_add_cancel, zpow_add_one₀ hr.ne', e1, e2]
    linear_combination r ^ n * Real.sin ((2 * (n : ℝ) + 1) * θ + θ) * hp +
      s * r ^ n * hsum ((2 * (n : ℝ) + 1) * θ)
  have recB : ∀ n : ℤ, (v - g) * A n + s * A (n + 1) =
      2 * s * Real.sin (Real.pi / (4 * N + 2)) * B n := by
    intro n
    have e1 : (2 * (n : ℝ) + 1) * θ = (2 * (n : ℝ) + 2) * θ - θ := by ring
    have e2 : (2 * ((n + 1 : ℤ) : ℝ) + 1) * θ = (2 * (n : ℝ) + 2) * θ + θ := by
      push_cast
      ring
    rw [← hcos, hA n, hA (n + 1), hB n, zpow_add_one₀ hr.ne', e1, e2]
    linear_combination -(r ^ n * Real.sin ((2 * (n : ℝ) + 2) * θ - θ)) * hq +
      s * (r ^ n * r) * hsum ((2 * (n : ℝ) + 2) * θ)
  obtain ⟨a, hain, haout⟩ : ∃ a : ℤ → ℂ, (∀ n : ℤ, 0 ≤ n → n ≤ N → a n = (A n : ℂ)) ∧
      ∀ n : ℤ, n < 0 ∨ (N : ℤ) ≤ n → a n = 0 := by
    refine ⟨fun n => if 0 ≤ n ∧ n < (N : ℤ) then (A n : ℂ) else 0, ?_,
      fun n h => if_neg (by omega)⟩
    intro n h0 h1
    rcases h1.lt_or_eq with h | h
    · exact if_pos ⟨h0, h⟩
    · simp [h, hAN]
  obtain ⟨b, hbin, hbout⟩ : ∃ b : ℤ → ℂ, (∀ n : ℤ, -1 ≤ n → n < N → b n = (B n : ℂ)) ∧
      ∀ n : ℤ, n < 0 ∨ (N : ℤ) ≤ n → b n = 0 := by
    refine ⟨fun n => if 0 ≤ n ∧ n < (N : ℤ) then (B n : ℂ) else 0, ?_,
      fun n h => if_neg (by omega)⟩
    intro n h0 h1
    rcases h0.lt_or_eq with h | h
    · exact if_pos ⟨by omega, h1⟩
    · simp [← h, hB0]
  refine ⟨a, b, fun n h => ⟨haout n h, hbout n h⟩, ⟨0, Or.inl ?_⟩, ?_, ?_⟩
  · rw [hain 0 le_rfl (by omega)]
    exact Complex.ofReal_ne_zero.mpr (by rw [hA]; simpa using hsin.ne')
  · intro n h0 h1
    rw [hopA, hbin n (by omega) h1, hbin (n - 1) (by omega) (by omega), hain n h0 h1.le]
    exact_mod_cast recA n
  · intro n h0 h1
    rw [hopB, hain n h0 h1.le, hain (n + 1) (by omega) (by omega), hbin n (by omega) h1]
    exact_mod_cast recB n
```

## The mismatch

For 0 < g < v,

s² − (v − g)² = 2g(v − g) > 0

(v + g)² − s² = 2g(v + g) > 0

so v − g < s < v + g. At w = v − g the Bloch matrix is singular at some k, yet every open eigenvalue has |E| ≥ s − (v − g) > 0. At w = s it is invertible at every real k, yet the open eigenvalue found above has |E| ≤ 2πs/(4N + 2), which falls below any ε > 0 for large N.

```lean
/-- Bulk-boundary mismatch for `0 < g < v`. At `w = v - g` the periodic Bloch matrix is singular
at some real momentum while open chains of all lengths share a positive gap; at `w = √(v² - g²)`
it is invertible at every real momentum while open chains have eigenvalues arbitrarily near zero. -/
theorem bulk_boundary_mismatch {v g : ℝ} (hg : 0 < g) (hv : g < v) :
    ((∃ k : ℝ, (bloch v g (v - g) (Complex.exp (k * Complex.I))).det = 0) ∧
      0 < √(v ^ 2 - g ^ 2) - (v - g) ∧
      ∀ (N : ℕ) (E : ℂ) (a b : ℤ → ℂ), OpenEigenstate v g (v - g) N E a b →
        √(v ^ 2 - g ^ 2) - (v - g) ≤ ‖E‖) ∧
    ((∀ k : ℝ, (bloch v g (√(v ^ 2 - g ^ 2)) (Complex.exp (k * Complex.I))).det ≠ 0) ∧
      ∀ ε : ℝ, 0 < ε → ∃ (N : ℕ) (E : ℂ) (a b : ℤ → ℂ),
        OpenEigenstate v g (√(v ^ 2 - g ^ 2)) N E a b ∧ ‖E‖ < ε) := by
  have habs : |g| < v := by rwa [abs_of_pos hg]
  have hq : 0 < v - g := by linarith
  have hlow : v - g < √(v ^ 2 - g ^ 2) :=
    (Real.lt_sqrt hq.le).mpr (by nlinarith [mul_pos hg hq])
  have hupp : √(v ^ 2 - g ^ 2) < v + g :=
    (Real.sqrt_lt' (by linarith)).mpr (by nlinarith [mul_pos hg hq, mul_pos hg hg])
  have hs : 0 < √(v ^ 2 - g ^ 2) := hq.trans hlow
  refine ⟨⟨(bloch_singular_iff habs hq).mpr (Or.inr rfl), by linarith,
    fun N E a b h => open_gap habs hq.le h⟩, fun k hk => ?_, fun ε hε => ?_⟩
  · rcases (bloch_singular_iff habs hs).mp ⟨k, hk⟩ with h | h <;> linarith
  · -- the standing-wave energy falls off at least as fast as the inverse length
    obtain ⟨N, hN⟩ := exists_nat_gt (2 * √(v ^ 2 - g ^ 2) * Real.pi / ε)
    have hN' : (0 : ℝ) < N :=
      (div_pos (mul_pos (mul_pos two_pos hs) Real.pi_pos) hε).trans hN
    obtain ⟨a, b, hab⟩ := open_critical_state habs (N := N) (by exact_mod_cast hN')
    refine ⟨N, _, a, b, hab, ?_⟩
    have hd : (0 : ℝ) < 4 * N + 2 := by linarith
    have hx : 0 ≤ Real.pi / (4 * (N : ℝ) + 2) := (div_pos Real.pi_pos hd).le
    have hxpi : Real.pi / (4 * (N : ℝ) + 2) ≤ Real.pi :=
      div_le_self Real.pi_pos.le (by linarith)
    have hsn := Real.sin_nonneg_of_nonneg_of_le_pi hx hxpi
    rw [Complex.norm_real, Real.norm_of_nonneg (mul_nonneg (by linarith) hsn)]
    calc 2 * √(v ^ 2 - g ^ 2) * Real.sin (Real.pi / (4 * N + 2))
        ≤ 2 * √(v ^ 2 - g ^ 2) * (Real.pi / (4 * N + 2)) :=
          mul_le_mul_of_nonneg_left (Real.sin_le hx) (by linarith)
      _ = 2 * √(v ^ 2 - g ^ 2) * Real.pi / (4 * N + 2) := by ring
      _ < ε := by
          rw [div_lt_iff₀ hε] at hN
          rw [div_lt_iff₀ hd]
          nlinarith [mul_pos hε hN']

end NonHermitianSSHMismatch
```

Take v = 5, g = 3, so s = 4 and r = 1/2. The Bloch matrix is singular at w = 2 and w = 8. At w = 2 open chains have |E| ≥ 2. At w = 4 and N = 1 the formula gives E = 8 sin(π/6) = 4, in agreement with E² = 8 · 2.

The mismatch needs g ≠ 0: for v = 1, g = 0 one has s = v − g = 1, and the claimed positive gap s − (v − g) is zero.

In this non-interacting two-band model with 0 < g < v, as w grows from zero, the periodic bands therefore first reach zero energy at w = v − g, while the gap of open chains closes, in the limit of infinite length, only at the larger value w = s. That a real lattice obeys these linear equations with constant real hoppings is a separate physical assumption.

```lean
#print axioms NonHermitianSSHMismatch.hop_bloch_wave
-- 'NonHermitianSSHMismatch.hop_bloch_wave' depends on axioms: [propext, Classical.choice, Quot.sound]
#print axioms NonHermitianSSHMismatch.nonBloch_singular_iff
-- 'NonHermitianSSHMismatch.nonBloch_singular_iff' depends on axioms: [propext, Classical.choice, Quot.sound]
#print axioms NonHermitianSSHMismatch.open_critical_state
-- 'NonHermitianSSHMismatch.open_critical_state' depends on axioms: [propext, Classical.choice, Quot.sound]
#print axioms NonHermitianSSHMismatch.bulk_boundary_mismatch
-- 'NonHermitianSSHMismatch.bulk_boundary_mismatch' depends on axioms: [propext, Classical.choice, Quot.sound]
```
